# Gradient norms have infimum zero along trust-region runs with Cauchy decrease, for energies bounded below with Lipschitz gradient and bounded model Hessians

Let $E$ be an energy on a real Hilbert space, for instance $\mathbb R^n$, bounded below and with $L$-Lipschitz gradient $g$. Suppose a trust-region run accepts a step exactly when the energy falls by at least a quarter of the decrease predicted by its quadratic model. It doubles its radius after each accepted step; after each rejected one it stays at the same point and halves the radius. Suppose also that it uses model Hessians $B_k$ with $\|B_k\|\le\beta$, and that its steps stay within the radius and achieve at least a fixed fraction $c>0$ of the best model decrease along steepest descent within that radius. Then gradients of arbitrarily small norm occur arbitrarily late, so $\inf_k\|g(x_k)\|=0$.

This applies to geometry or orbital optimisation if energies and gradients are exact, the variables form a flat space and the Lipschitz bound holds globally. The result holds from any starting point. It does not say that a global minimum is reached, and neither the iterates nor the full sequence of gradients is shown to converge.

In Lean 4 with Mathlib:

```lean
import Mathlib

open Filter Topology
open scoped NNReal

namespace TrustRegionConvergence

noncomputable section

variable {V : Type*} [NormedAddCommGroup V] [InnerProductSpace ℝ V]
```

## The ratio test and the radius update

At a point with gradient $g$, the model with Hessian $B$ predicts that a step $s$ lowers the energy by
$$m(s)=-\langle g,s\rangle-\tfrac12\langle s,Bs\rangle .$$
This is `modelDecrease`; $B$ is any bounded linear operator and need not be the true Hessian.

```lean
/-- Decrease of the quadratic energy model with gradient `g` and model Hessian `B`
along the step `s`. -/
def modelDecrease (g : V) (B : V →L[ℝ] V) (s : V) : ℝ :=
  -(inner ℝ g s + inner ℝ s (B s) / 2)
```

`CauchyDecrease` compares $m(s)$ with every steepest-descent step $-tg$ inside the radius $\Delta$.

```lean
/-- The step `s` achieves at least the fraction `c` of the model decrease of every
steepest-descent step inside the trust radius `Δ`. -/
def CauchyDecrease (g : V) (B : V →L[ℝ] V) (c Δ : ℝ) (s : V) : Prop :=
  ∀ t : ℝ, 0 ≤ t → t * ‖g‖ ≤ Δ →
    c * modelDecrease g B (-(t • g)) ≤ modelDecrease g B s
```

`Accepted` says $E(x)-E(x+s)\ge m(s)/4$. For $m(s)>0$ this is the ratio test with threshold $1/4$; written without division, it also covers vanishing gradients.

```lean
/-- The actual energy decrease is at least one quarter of the decrease predicted by the model. -/
def Accepted (E : V → ℝ) (g : V) (B : V →L[ℝ] V) (x s : V) : Prop :=
  modelDecrease g B s / 4 ≤ E x - E (x + s)
```

`IsTrustRegionRun` collects the rules for the points $x_k$, trial steps $s_k$ and radii $\Delta_k$. The radius update is a simple one: practical codes often keep the radius unchanged after a moderately good step, or cap it, and such variants are not covered by the definition.

```lean
/-- A trust-region run with iterates `x`, trial steps `s` and radii `Δ`: accepted steps are taken
and double the radius, rejected steps leave the point unchanged and halve the radius. Every trial
step lies within the radius and has Cauchy decrease with fraction `c`. -/
structure IsTrustRegionRun (E : V → ℝ) (g : V → V) (B : ℕ → V →L[ℝ] V) (c : ℝ)
    (x s : ℕ → V) (Δ : ℕ → ℝ) : Prop where
  radius_zero : 0 < Δ 0
  step_le : ∀ k, ‖s k‖ ≤ Δ k
  cauchy : ∀ k, CauchyDecrease (g (x k)) (B k) c (Δ k) (s k)
  accept : ∀ k, Accepted E (g (x k)) (B k) (x k) (s k) →
    x (k + 1) = x k + s k ∧ Δ (k + 1) = 2 * Δ k
  reject : ∀ k, ¬ Accepted E (g (x k)) (B k) (x k) (s k) →
    x (k + 1) = x k ∧ Δ (k + 1) = Δ k / 2
```

The radius measures how far the model is trusted, and halving it is what eventually makes a step acceptable. Without halving, a run can stall: for $E=x^2/2$ at $x=1$, with $B=0$ and radius $4$, the step $-4$ predicts a decrease of $4$ but raises the energy by $4$, and it could be proposed forever.

## Lipschitz gradient

Physically, the force changes by at most $L$ per unit displacement. Coulomb singularities violate this, and surface crossings can, so it is an idealisation for molecular energies.

Set $\varphi(t)=E(x+ts)-t\langle g(x),s\rangle$. For $0\le t\le1$,
$$|\varphi'(t)|=|\langle g(x+ts)-g(x),s\rangle|\le Lt\|s\|^2\le L\|s\|^2,$$
and the mean value inequality gives
$$|E(x+s)-E(x)-\langle g(x),s\rangle|\le L\|s\|^2 .$$
In the proof, `hd` is the derivative and `hb` its bound. Without the hypothesis, this uniform quadratic error bound is lost, and with it the acceptance threshold derived from it below.

```lean
/-- For an `L`-Lipschitz gradient, the first-order Taylor error of the energy along a step `s`
is at most `L ‖s‖²`. -/
theorem taylor_error [CompleteSpace V] {E : V → ℝ} {g : V → V} {L : ℝ≥0}
    (hg : ∀ x, HasGradientAt E (g x) x) (hL : LipschitzWith L g) (x s : V) :
    |E (x + s) - E x - inner ℝ (g x) s| ≤ L * ‖s‖ ^ 2 := by
  have hd : ∀ t : ℝ, HasDerivAt (fun t : ℝ => E (x + t • s) - t * inner ℝ (g x) s)
      (inner ℝ (g (x + t • s) - g x) s) t := by
    intro t
    have h1 : HasDerivAt (fun t : ℝ => x + t • s) s t := by
      simpa using ((hasDerivAt_id t).smul_const s).const_add x
    have h2 := (hasGradientAt_iff_hasFDerivAt.mp (hg (x + t • s))).comp_hasDerivAt t h1
    have h3 := h2.sub ((hasDerivAt_id t).mul_const (inner ℝ (g x) s))
    have h4 : HasDerivAt (fun t : ℝ => E (x + t • s) - t * inner ℝ (g x) s) _ t := h3
    exact h4.congr_deriv (by simp [inner_sub_left])
  have hb : ∀ t ∈ Set.Ico (0 : ℝ) 1,
      ‖(inner ℝ (g (x + t • s) - g x) s : ℝ)‖ ≤ L * ‖s‖ ^ 2 := by
    intro t ht
    have h1 : ‖g (x + t • s) - g x‖ ≤ L * ‖s‖ := by
      have h := hL.norm_sub_le (x + t • s) x
      rw [add_sub_cancel_left, norm_smul, Real.norm_eq_abs, abs_of_nonneg ht.1] at h
      have h' : t * ‖s‖ ≤ ‖s‖ := mul_le_of_le_one_left (norm_nonneg s) ht.2.le
      exact h.trans (mul_le_mul_of_nonneg_left h' L.coe_nonneg)
    calc ‖(inner ℝ (g (x + t • s) - g x) s : ℝ)‖
        ≤ ‖g (x + t • s) - g x‖ * ‖s‖ := norm_inner_le_norm _ _
      _ ≤ (L * ‖s‖) * ‖s‖ := mul_le_mul_of_nonneg_right h1 (norm_nonneg s)
      _ = L * ‖s‖ ^ 2 := by ring
  have h := norm_image_sub_le_of_norm_deriv_le_segment_01'
    (fun t _ => (hd t).hasDerivWithinAt) hb
  simp only [one_smul, zero_smul, add_zero, one_mul, zero_mul, sub_zero,
    Real.norm_eq_abs] at h
  rwa [sub_right_comm] at h
```

## Cauchy decrease and bounded model Hessians

The first condition makes a step at least comparable to moving along the force; the second limits the model's stiffness. Along steepest descent,
$$m(-tg)=t\|g\|^2-\tfrac{t^2}{2}\langle g,Bg\rangle\ge t\|g\|^2\left(1-\tfrac{t\beta}{2}\right).$$
For $\beta>0$, choose $t\ge0$ with $t\|g\|=\min(\Delta,\|g\|/\beta)$ and $t\beta\le1$, taking $t=0$ if $g=0$. The bracket is at least $\tfrac12$, so
$$m(s)\ge\tfrac c2\|g\|\min(\Delta,\|g\|/\beta).$$
The proof constructs this $t$, computes the model decrease in `he`, and combines the estimates with `nlinarith`.

```lean
/-- A step with Cauchy decrease lowers the model by at least
`(c/2) ‖g‖ min(Δ, ‖g‖/β)` when the model Hessian has norm at most `β`. -/
theorem cauchy_decrease_bound {g s : V} {B : V →L[ℝ] V} {c β Δ : ℝ} (hc : 0 < c)
    (hβ : 0 < β) (hB : ‖B‖ ≤ β) (hΔ : 0 ≤ Δ) (h : CauchyDecrease g B c Δ s) :
    c / 2 * ‖g‖ * min Δ (‖g‖ / β) ≤ modelDecrease g B s := by
  -- the length of the comparison step along steepest descent
  obtain ⟨t, ht, htm, htβ⟩ : ∃ t : ℝ, 0 ≤ t ∧ t * ‖g‖ = min Δ (‖g‖ / β) ∧ t * β ≤ 1 := by
    by_cases hg : g = 0
    · exact ⟨0, le_rfl, by simp [hg, hΔ], by simp⟩
    · have hn : 0 < ‖g‖ := norm_pos_iff.mpr hg
      have hm : min Δ (‖g‖ / β) * β ≤ ‖g‖ := (le_div_iff₀ hβ).mp (min_le_right _ _)
      refine ⟨min Δ (‖g‖ / β) / ‖g‖, div_nonneg (le_min hΔ (by positivity)) hn.le,
        div_mul_cancel₀ _ hn.ne', ?_⟩
      rw [div_mul_eq_mul_div]
      exact (div_le_one hn).mpr hm
  have hq : inner ℝ g (B g) ≤ β * ‖g‖ ^ 2 := by
    have h1 := real_inner_le_norm g (B g)
    have h2 : ‖B g‖ ≤ β * ‖g‖ := B.le_of_opNorm_le hB g
    nlinarith [mul_le_mul_of_nonneg_left h2 (norm_nonneg g)]
  have he : modelDecrease g B (-(t • g)) = t * ‖g‖ ^ 2 - t ^ 2 * inner ℝ g (B g) / 2 := by
    simp only [modelDecrease, map_neg, map_smul, inner_neg_left, inner_neg_right,
      real_inner_smul_left, real_inner_smul_right, real_inner_self_eq_norm_sq]
    ring
  have h1 := mul_le_mul_of_nonneg_left hq (sq_nonneg t)
  have h2 := mul_le_mul_of_nonneg_right htβ (mul_nonneg ht (sq_nonneg ‖g‖))
  have h3 : t * ‖g‖ ^ 2 / 2 ≤ modelDecrease g B (-(t • g)) := by
    rw [he]; nlinarith
  have h4 := h t ht (htm.trans_le (min_le_left _ _))
  rw [← htm]
  nlinarith [mul_le_mul_of_nonneg_left h3 hc.le]
```

Without Cauchy decrease, $s_k=0$ is always accepted and nothing moves. Without the Hessian bound, take $E=x^2/2$, $x_0=\Delta_0=1$, $B_k=2^{k+1}$ and $s_k=-x_k/2^{k+1}$: every step is accepted, yet $x_k$ tends to a positive number.

## Steps inside the radius

This hypothesis, `step_le`, turns a small radius into a small model error. Let $\|g(x)\|\ge\varepsilon>0$ and $\Delta\le\varepsilon/\beta$. Then $m(s)\ge\tfrac c2\varepsilon\Delta$, and
$$E(x)-E(x+s)\ge m(s)+\tfrac12\langle s,Bs\rangle-L\|s\|^2\ge m(s)-(L+\beta)\Delta^2 .$$
If also $(L+\beta)\Delta\le 3c\varepsilon/8$, the error is at most $\tfrac34m(s)$, so the step is accepted.

```lean
/-- For a Lipschitz gradient with norm at least `ε` at `x` and a bounded model Hessian, a trial step
that lies within the trust radius and has Cauchy decrease is accepted as soon as the trust radius is
small enough. -/
theorem accepted_of_small_radius [CompleteSpace V] {E : V → ℝ} {g : V → V} {L : ℝ≥0}
    (hg : ∀ x, HasGradientAt E (g x) x) (hL : LipschitzWith L g)
    {x s : V} {B : V →L[ℝ] V} {c β Δ ε : ℝ} (hc : 0 < c) (hβ : 0 < β) (hB : ‖B‖ ≤ β)
    (hs : ‖s‖ ≤ Δ) (h : CauchyDecrease (g x) B c Δ s) (hε : ε ≤ ‖g x‖)
    (h1 : Δ ≤ ε / β) (h2 : (L + β) * Δ ≤ 3 * c * ε / 8) :
    Accepted E (g x) B x s := by
  have hΔ : 0 ≤ Δ := (norm_nonneg s).trans hs
  have hp := cauchy_decrease_bound hc hβ hB hΔ h
  rw [min_eq_left (h1.trans (div_le_div_of_nonneg_right hε hβ.le))] at hp
  have hp' : c / 2 * ε * Δ ≤ modelDecrease (g x) B s :=
    (mul_le_mul_of_nonneg_right (mul_le_mul_of_nonneg_left hε (by positivity)) hΔ).trans hp
  have ht := (abs_le.mp (taylor_error hg hL x s)).2
  have hq : -(β * ‖s‖ ^ 2) ≤ inner ℝ s (B s) := by
    have h3 := (abs_le.mp (abs_real_inner_le_norm s (B s))).1
    have h4 : ‖B s‖ ≤ β * ‖s‖ := B.le_of_opNorm_le hB s
    nlinarith [mul_le_mul_of_nonneg_left h4 (norm_nonneg s)]
  -- the model error is quadratic in the radius, the predicted decrease is linear
  have hsq : ‖s‖ ^ 2 ≤ Δ ^ 2 := pow_le_pow_left₀ (norm_nonneg s) hs 2
  have h5 : (L + β) * ‖s‖ ^ 2 ≤ (L + β) * Δ ^ 2 :=
    mul_le_mul_of_nonneg_left hsq (by positivity)
  have h6 := mul_le_mul_of_nonneg_right h2 hΔ
  have h7 : 0 ≤ β * ‖s‖ ^ 2 := by positivity
  unfold Accepted
  have hm : modelDecrease (g x) B s = -(inner ℝ (g x) s + inner ℝ s (B s) / 2) := rfl
  nlinarith
```

Radii stay positive, by induction over doublings and halvings.

```lean
/-- All trust radii of a run are positive. -/
theorem radius_pos {E : V → ℝ} {g : V → V} {B : ℕ → V →L[ℝ] V} {c : ℝ}
    {x s : ℕ → V} {Δ : ℕ → ℝ} (h : IsTrustRegionRun E g B c x s Δ) (k : ℕ) : 0 < Δ k := by
  induction k with
  | zero => exact h.radius_zero
  | succ k ih =>
    by_cases ha : Accepted E (g (x k)) (B k) (x k) (s k)
    · rw [(h.accept k ha).2]; positivity
    · rw [(h.reject k ha).2]; positivity
```

Keep the $L$-Lipschitz gradient, the Hessian bound $\beta>0$ and the Cauchy fraction $c>0$. Suppose $\|g(x_k)\|\ge\varepsilon>0$ for all $k\ge N$, and put
$$\delta=\min\left(\frac{\varepsilon}{\beta},\frac{3c\varepsilon}{8(L+\beta)}\right).$$
Rejection requires $\Delta_k>\delta$, so it leaves a radius above $\delta/2$; acceptance only enlarges the radius. Hence $\Delta_k\ge\eta=\min(\Delta_N,\delta/2)$ for $k\ge N$, which `radius_floor` proves by induction from $N$.

```lean
/-- If the gradient norms stay above `ε > 0` from iteration `N` on, the trust radii stay above
a positive floor from there on. -/
theorem radius_floor [CompleteSpace V] {E : V → ℝ} {g : V → V} {L : ℝ≥0}
    (hg : ∀ x, HasGradientAt E (g x) x) (hL : LipschitzWith L g)
    {B : ℕ → V →L[ℝ] V} {c β ε : ℝ} (hc : 0 < c) (hβ : 0 < β) (hB : ∀ k, ‖B k‖ ≤ β)
    {x s : ℕ → V} {Δ : ℕ → ℝ} (h : IsTrustRegionRun E g B c x s Δ) (hε : 0 < ε) {N : ℕ}
    (hN : ∀ k ≥ N, ε ≤ ‖g (x k)‖) : ∃ η > 0, ∀ k ≥ N, η ≤ Δ k := by
  have hLβ : 0 < (L : ℝ) + β := by positivity
  obtain ⟨δ, hδ, hδ1, hδ2⟩ : ∃ δ > 0, δ ≤ ε / β ∧ δ ≤ 3 * c * ε / 8 / (L + β) :=
    ⟨min (ε / β) (3 * c * ε / 8 / (L + β)), lt_min (by positivity) (by positivity),
      min_le_left _ _, min_le_right _ _⟩
  refine ⟨min (Δ N) (δ / 2), lt_min (radius_pos h N) (by positivity), fun k hk => ?_⟩
  induction k, hk using Nat.le_induction with
  | base => exact min_le_left _ _
  | succ k hk ih =>
    have hp := radius_pos h k
    by_cases ha : Accepted E (g (x k)) (B k) (x k) (s k)
    · rw [(h.accept k ha).2]; linarith
    · -- a rejection can only happen above the threshold `δ`
      have hlt : δ < Δ k := by
        by_contra hle
        have hle' := not_lt.mp hle
        refine ha (accepted_of_small_radius hg hL hc hβ (hB k) (h.step_le k) (h.cauchy k)
          (hN k hk) (hle'.trans hδ1) ?_)
        rw [mul_comm]
        exact (le_div_iff₀ hLβ).mp (hle'.trans hδ2)
      rw [(h.reject k ha).2]
      exact (min_le_right _ _).trans (by linarith)
```

Without `step_le`, the step $-4$ in the example above could be repeated and rejected forever, even while the radius shrinks.

## Energy bounded below

A lower bound $E_{\min}$ limits the total energy that can be released. Continue to suppose $\|g(x_k)\|\ge\varepsilon$ for $k\ge N$. Each accepted step then lowers $E$ by at least
$$\kappa=\tfrac c8\,\varepsilon\min(\eta,\varepsilon/\beta).$$
Consider
$$\Phi_k=\log2\;E(x_k)+\tfrac\kappa2\log\Delta_k .$$
On acceptance it changes by at most $-\kappa\log2+\tfrac\kappa2\log2$; on rejection, by exactly $-\tfrac\kappa2\log2$. Either way it falls by at least $\tfrac\kappa2\log2$, so
$$\Phi_{N+j}\le\Phi_N-j\,\tfrac\kappa2\log2 .$$
But $\Phi_{N+j}\ge\log2\,E_{\min}+\tfrac\kappa2\log\eta$, a contradiction for large $j$.

In the proof, `by_contra!` introduces the lower bound $\varepsilon$, `hstep` is the one-step fall and `hsum` its sum. The code replaces $\beta$ by $\beta+1$ to have a positive bound, which also covers $\beta=0$.

```lean
/-- Along a trust-region run with `c > 0`, for an energy bounded below with Lipschitz gradient and
bounded model Hessians, arbitrarily small gradients occur arbitrarily late. -/
theorem small_gradients_recur [CompleteSpace V] {E : V → ℝ} {g : V → V} {L : ℝ≥0}
    (hg : ∀ x, HasGradientAt E (g x) x) (hL : LipschitzWith L g)
    {Emin : ℝ} (hE : ∀ x, Emin ≤ E x)
    {B : ℕ → V →L[ℝ] V} {c β : ℝ} (hc : 0 < c) (hB : ∀ k, ‖B k‖ ≤ β)
    {x s : ℕ → V} {Δ : ℕ → ℝ} (h : IsTrustRegionRun E g B c x s Δ) :
    ∀ ε > 0, ∀ N : ℕ, ∃ k ≥ N, ‖g (x k)‖ < ε := by
  intro ε hε N
  by_contra! hN
  obtain ⟨b, hb, hBb⟩ : ∃ b > 0, ∀ k, ‖B k‖ ≤ b :=
    ⟨β + 1, by linarith [(norm_nonneg (B 0)).trans (hB 0)], fun k => by linarith [hB k]⟩
  obtain ⟨η, hη, hfl⟩ := radius_floor hg hL hc hb hBb h hε hN
  have hmin : 0 < min η (ε / b) := lt_min hη (by positivity)
  obtain ⟨κ, hκ, hκe⟩ : ∃ κ > 0, κ = c / 2 * ε * min η (ε / b) / 4 :=
    ⟨_, by positivity, rfl⟩
  have hl : 0 < Real.log 2 := Real.log_pos (by norm_num)
  -- energy plus weighted log-radius falls by a fixed amount at every iteration
  have hstep : ∀ k ≥ N, Real.log 2 * E (x (k + 1)) + κ / 2 * Real.log (Δ (k + 1)) ≤
      Real.log 2 * E (x k) + κ / 2 * Real.log (Δ k) - κ / 2 * Real.log 2 := by
    intro k hk
    have hp := radius_pos h k
    by_cases ha : Accepted E (g (x k)) (B k) (x k) (s k)
    · have h1 := cauchy_decrease_bound hc hb (hBb k) hp.le (h.cauchy k)
      have h2 : min η (ε / b) ≤ min (Δ k) (‖g (x k)‖ / b) :=
        min_le_min (hfl k hk) (div_le_div_of_nonneg_right (hN k hk) hb.le)
      have h3 : c / 2 * ε * min η (ε / b) ≤
          c / 2 * ‖g (x k)‖ * min (Δ k) (‖g (x k)‖ / b) :=
        mul_le_mul (mul_le_mul_of_nonneg_left (hN k hk) (by positivity)) h2 hmin.le
          (by positivity)
      have h4 : E (x k + s k) ≤ E (x k) - κ := by
        unfold Accepted at ha
        linarith
      rw [(h.accept k ha).1, (h.accept k ha).2, Real.log_mul (by norm_num) hp.ne']
      nlinarith [mul_le_mul_of_nonneg_left h4 hl.le]
    · rw [(h.reject k ha).1, (h.reject k ha).2, Real.log_div hp.ne' (by norm_num)]
      linarith
  have hsum : ∀ j : ℕ, Real.log 2 * E (x (N + j)) + κ / 2 * Real.log (Δ (N + j)) ≤
      Real.log 2 * E (x N) + κ / 2 * Real.log (Δ N) - j * (κ / 2 * Real.log 2) := by
    intro j
    induction j with
    | zero => simp
    | succ j ih =>
      have h1 := hstep (N + j) (Nat.le_add_right N j)
      rw [← add_assoc]
      push_cast
      linarith
  -- but it is bounded below
  obtain ⟨j, hj⟩ := exists_nat_gt ((Real.log 2 * E (x N) + κ / 2 * Real.log (Δ N) -
    (Real.log 2 * Emin + κ / 2 * Real.log η)) / (κ / 2 * Real.log 2))
  rw [div_lt_iff₀ (by positivity)] at hj
  have h1 := mul_le_mul_of_nonneg_left (hE (x (N + j))) hl.le
  have h2 := mul_le_mul_of_nonneg_left
    (Real.log_le_log hη (hfl (N + j) (Nat.le_add_right N j))) (half_pos hκ).le
  linarith [hsum j]
```

Without a lower bound, $E(x)=-x$ with $B_k=0$ and $s_k=\Delta_k$ accepts every step while the gradient norm stays $1$.

Taking $N=0$ gives the infimum, under the same hypotheses on the energy, the model Hessians and $c$.

```lean
/-- The gradient norms along a trust-region run have infimum zero. -/
theorem iInf_gradient_norm_eq_zero [CompleteSpace V] {E : V → ℝ} {g : V → V} {L : ℝ≥0}
    (hg : ∀ x, HasGradientAt E (g x) x) (hL : LipschitzWith L g)
    {Emin : ℝ} (hE : ∀ x, Emin ≤ E x)
    {B : ℕ → V →L[ℝ] V} {c β : ℝ} (hc : 0 < c) (hB : ∀ k, ‖B k‖ ≤ β)
    {x s : ℕ → V} {Δ : ℕ → ℝ} (h : IsTrustRegionRun E g B c x s Δ) :
    ⨅ k, ‖g (x k)‖ = 0 := by
  refine le_antisymm (le_of_forall_pos_le_add fun ε hε => ?_)
    (Real.iInf_nonneg fun k => norm_nonneg _)
  obtain ⟨k, -, hk⟩ := small_gradients_recur hg hL hE hc hB h ε hε 0
  have hbdd : BddBelow (Set.range fun k => ‖g (x k)‖) :=
    ⟨0, by rintro _ ⟨i, rfl⟩; exact norm_nonneg _⟩
  linarith [ciInf_le hbdd k]
```

If, under these hypotheses, the iterates also converge, continuity of $g$ makes their limit stationary, though possibly a saddle point.

```lean
/-- If the iterates of a trust-region run converge, the gradient vanishes at their limit. -/
theorem limit_is_stationary [CompleteSpace V] {E : V → ℝ} {g : V → V} {L : ℝ≥0}
    (hg : ∀ x, HasGradientAt E (g x) x) (hL : LipschitzWith L g)
    {Emin : ℝ} (hE : ∀ x, Emin ≤ E x)
    {B : ℕ → V →L[ℝ] V} {c β : ℝ} (hc : 0 < c) (hB : ∀ k, ‖B k‖ ≤ β)
    {x s : ℕ → V} {Δ : ℕ → ℝ} (h : IsTrustRegionRun E g B c x s Δ)
    {y : V} (hy : Tendsto x atTop (𝓝 y)) : g y = 0 := by
  by_contra hne
  have hpos : 0 < ‖g y‖ := norm_pos_iff.mpr hne
  have ht : Tendsto (fun k => ‖g (x k)‖) atTop (𝓝 ‖g y‖) :=
    ((hL.continuous.tendsto y).comp hy).norm
  obtain ⟨N, hN⟩ := eventually_atTop.mp (ht.eventually (lt_mem_nhds (half_lt_self hpos)))
  obtain ⟨k, hk, hlt⟩ := small_gradients_recur hg hL hE hc hB h _ (half_pos hpos) N
  exact lt_asymm hlt (hN k hk)
```

The derivation by hand adapts to any acceptance threshold $\rho\in(0,1)$: replace $3c\varepsilon/8$ by $(1-\rho)c\varepsilon/2$ and the factor $c/8$ in $\kappa$ by $\rho c/2$.

## A harmonic run from $x_0=1$

Take $E=x^2/2$, $B_k=1$, $\Delta_0=1$ and $s_0=-1/2$. The predicted decrease is $\tfrac12-\tfrac18=\tfrac38$, and so is the actual one. The best steepest-descent step gives $\tfrac12$, so the Cauchy fraction is $\tfrac34$. The step is accepted, with $x_1=\tfrac12$ and $\Delta_1=2$. Continuing, $x_k=2^{-k}$ and $\Delta_k=2^k$.

```lean
/-- For the harmonic energy `x²/2` with exact Hessian, the iterates `2⁻ᵏ` with steps
`-2⁻ᵏ/2` and radii `2ᵏ` form a trust-region run with Cauchy fraction `3/4`. -/
theorem trustRegionRun_witness :
    (∀ x : ℝ, HasGradientAt (fun y : ℝ => y ^ 2 / 2) x x) ∧
    IsTrustRegionRun (fun y : ℝ => y ^ 2 / 2) (fun y => y)
      (fun _ => ContinuousLinearMap.id ℝ ℝ) (3 / 4)
      (fun k => (1 / 2) ^ k) (fun k => -((1 / 2) ^ k / 2)) (fun k => 2 ^ k) := by
  have hm : ∀ u v : ℝ, modelDecrease u (ContinuousLinearMap.id ℝ ℝ) v
      = -(u * v + v * v / 2) := by
    intro u v
    simp only [modelDecrease, ContinuousLinearMap.id_apply, RCLike.inner_apply, conj_trivial]
    ring
  have hacc : ∀ q : ℝ, Accepted (fun y : ℝ => y ^ 2 / 2) q
      (ContinuousLinearMap.id ℝ ℝ) q (-(q / 2)) := by
    intro q
    unfold Accepted
    rw [hm]
    nlinarith [sq_nonneg q]
  refine ⟨fun x => ?_, ⟨by norm_num, fun k => ?_, fun k t _ _ => ?_, fun k _ => ⟨?_, ?_⟩,
    fun k hk => absurd (hacc _) hk⟩⟩
  · have h1 : HasDerivAt (fun y : ℝ => y ^ 2 / 2) x x :=
      ((hasDerivAt_pow 2 x).div_const 2).congr_deriv (by norm_num)
    exact h1.hasGradientAt'
  · have h1 : ((1 : ℝ) / 2) ^ k ≤ 1 := pow_le_one₀ (by norm_num) (by norm_num)
    have h2 : (1 : ℝ) ≤ 2 ^ k := one_le_pow₀ (by norm_num)
    have h3 : (0 : ℝ) < (1 / 2) ^ k := by positivity
    rw [norm_neg, Real.norm_eq_abs, abs_of_pos (by positivity)]
    linarith
  · rw [hm, hm, smul_eq_mul]
    nlinarith [sq_nonneg (((1 : ℝ) / 2) ^ k * (t - 1))]
  · simp only [pow_succ]
    ring
  · simp only [pow_succ]
    ring

end

end TrustRegionConvergence
```

```lean
#print axioms TrustRegionConvergence.iInf_gradient_norm_eq_zero
-- 'TrustRegionConvergence.iInf_gradient_norm_eq_zero' depends on axioms: [propext, Classical.choice, Quot.sound]
#print axioms TrustRegionConvergence.limit_is_stationary
-- 'TrustRegionConvergence.limit_is_stationary' depends on axioms: [propext, Classical.choice, Quot.sound]
```
